# Three twofold rotations of I2₁2₁2₁ have fixed points, but no origin makes all their translations lattice vectors

When I symmetrise structure factors or a plane-wave density for an ideal periodic crystal, an operation \(x\mapsto Rx+t\) brings in a phase \(e^{2\pi i\,h\cdot t}\) for each reciprocal-lattice vector \(h\) (or its complex conjugate, depending on the Fourier convention). I can drop these phases for all operations only if some origin turns every \(t\) into a lattice vector.

In I2₁2₁2₁ the maps \((-x,-y+\tfrac12,z)\), \((x,-y,-z+\tfrac12)\) and \((-x+\tfrac12,y,-z)\) each have a fixed point, so each translation can be removed separately. I believe that no single shift works for all three. Is there a rigorous proof, checked in Lean?

## Two rotations already make incompatible demands on the shift

Yes, and any two of the three suffice for the contradiction. Number the axes 0, 1, 2 and write \(x=(x_0,x_1,x_2)\) in fractional coordinates. The operations are \(x\mapsto R_kx+t_k\), where \(R_k\) is the twofold rotation about axis \(k\) and

\[
t_0=(0,0,\tfrac12),\quad t_1=(\tfrac12,0,0),\quad t_2=(0,\tfrac12,0).
\]

**Fixed points.** Operation 0 fixes \(x\) when \(-x_1=x_1\) and \(-x_2+\tfrac12=x_2\), which gives the line \((x_0,0,\tfrac14)\). In the same way, operations 1 and 2 fix the lines \((\tfrac14,x_1,0)\) and \((0,\tfrac14,x_2)\). No two of these lines meet.

**Change of origin.** With \(x'=x+s\), the operation becomes

\[
x'\mapsto R_k(x'-s)+t_k+s=R_kx'+t_k+(1-R_k)s .
\]

The new translation parts are

\[
(0,\,2s_1,\,2s_2+\tfrac12),\quad (2s_0+\tfrac12,\,0,\,2s_2),\quad (2s_0,\,2s_1+\tfrac12,\,0).
\]

**Lattice condition.** A body-centred lattice vector has components \(v_i=n_i+m/2\), with integers \(n_i\) and one common integer \(m\). If \(v_i=0\), then \(m/2=-n_i\), so every \(v_j=n_j-n_i\) is an integer. Each vector above has a zero component, so its other components must be integers too.

**Contradiction.** Operations 0 and 1 require both \(2s_2+\tfrac12\) and \(2s_2\) to be integers, but these differ by \(\tfrac12\). Operations 1 and 2 clash in the same way over \(s_0\), and operations 2 and 0 over \(s_1\).

**A numerical case.** Take \(s=(0,0,-\tfrac14)\), which puts the origin on the axis of operation 0. The translations become \((0,0,0)\), \((\tfrac12,0,-\tfrac12)\) and \((0,\tfrac12,0)\). Only the first is a lattice vector. The same \(s\) shows why the two rotations must be different: if operation 0 is taken for both, both lattice conditions hold.

Here is the complete Lean file:

```lean
import Mathlib

open Matrix

namespace BodyCentredNonsymmorphic

noncomputable section

/-- The body-centred lattice `ℤ³ + ℤ(1/2,1/2,1/2)` in fractional coordinates. -/
def lattice : Set (Fin 3 → ℝ) :=
  {v | ∃ (n : Fin 3 → ℤ) (m : ℤ), ∀ i, v i = n i + m / 2}

/-- The twofold rotations about the x, y and z directions, numbered 0, 1, 2. -/
def rot : Fin 3 → Matrix (Fin 3) (Fin 3) ℝ :=
  ![diagonal ![1, -1, -1], diagonal ![-1, 1, -1], diagonal ![-1, -1, 1]]

/-- The translation parts that accompany the three rotations. -/
def transl : Fin 3 → Fin 3 → ℝ :=
  ![![0, 0, 1 / 2], ![1 / 2, 0, 0], ![0, 1 / 2, 0]]

/-- The symmetry operation `x ↦ R x + t` with rotation part number `k`. -/
def op (k : Fin 3) (x : Fin 3 → ℝ) : Fin 3 → ℝ := rot k *ᵥ x + transl k

/-- The operations as coordinate triplets:
`(x,-y,-z+1/2)`, `(-x+1/2,y,-z)` and `(-x,-y+1/2,z)`. -/
theorem op_apply (x : Fin 3 → ℝ) :
    op 0 x = ![x 0, -x 1, -x 2 + 1 / 2] ∧
    op 1 x = ![-x 0 + 1 / 2, x 1, -x 2] ∧
    op 2 x = ![-x 0, -x 1 + 1 / 2, x 2] := by
  refine ⟨?_, ?_, ?_⟩ <;> ext i <;> fin_cases i <;>
    simp [op, rot, transl, Matrix.mulVec_diagonal]

/-- Each operation is its own inverse, and the product of the rotations about z and x is
the rotation about y followed by a translation of the body-centred lattice. -/
theorem op_products :
    (∀ k x, op k (op k x) = x) ∧
    (∀ x, op 2 (op 0 x) = op 1 x + ![-1 / 2, 1 / 2, 1 / 2]) ∧
    ![-1 / 2, 1 / 2, 1 / 2] ∈ lattice := by
  refine ⟨?_, ?_, ?_⟩
  · intro k x
    fin_cases k
    · change op 0 (op 0 x) = x
      rw [(op_apply (op 0 x)).1, (op_apply x).1]
      ext i
      fin_cases i <;> simp
    · change op 1 (op 1 x) = x
      rw [(op_apply (op 1 x)).2.1, (op_apply x).2.1]
      ext i
      fin_cases i <;> simp
    · change op 2 (op 2 x) = x
      rw [(op_apply (op 2 x)).2.2, (op_apply x).2.2]
      ext i
      fin_cases i <;> simp
  · intro x
    rw [(op_apply (op 0 x)).2.2, (op_apply x).1, (op_apply x).2.1]
    ext i
    fin_cases i <;> simp
    ring
  · refine ⟨![-1, 0, 0], 1, ?_⟩
    intro i
    fin_cases i <;> simp
    norm_num

/-- The fixed points of each operation form a line parallel to its rotation axis:
`(x,0,1/4)`, `(1/4,y,0)` and `(0,1/4,z)`. -/
theorem fixed_axes (p : Fin 3 → ℝ) :
    (op 0 p = p ↔ p 1 = 0 ∧ p 2 = 1 / 4) ∧
    (op 1 p = p ↔ p 0 = 1 / 4 ∧ p 2 = 0) ∧
    (op 2 p = p ↔ p 0 = 0 ∧ p 1 = 1 / 4) := by
  obtain ⟨e0, e1, e2⟩ := op_apply p
  rw [e0, e1, e2]
  refine ⟨⟨fun h => ?_, fun h => ?_⟩, ⟨fun h => ?_, fun h => ?_⟩,
    ⟨fun h => ?_, fun h => ?_⟩⟩
  · have h1 : -p 1 = p 1 := congrFun h 1
    have h2 : -p 2 + 1 / 2 = p 2 := congrFun h 2
    constructor <;> linarith
  · ext i
    fin_cases i
    · rfl
    · change -p 1 = p 1
      linarith [h.1]
    · change -p 2 + 1 / 2 = p 2
      linarith [h.2]
  · have h0 : -p 0 + 1 / 2 = p 0 := congrFun h 0
    have h2 : -p 2 = p 2 := congrFun h 2
    constructor <;> linarith
  · ext i
    fin_cases i
    · change -p 0 + 1 / 2 = p 0
      linarith [h.1]
    · rfl
    · change -p 2 = p 2
      linarith [h.2]
  · have h0 : -p 0 = p 0 := congrFun h 0
    have h1 : -p 1 + 1 / 2 = p 1 := congrFun h 1
    constructor <;> linarith
  · ext i
    fin_cases i
    · change -p 0 = p 0
      linarith [h.1]
    · change -p 1 + 1 / 2 = p 1
      linarith [h.2]
    · rfl

/-- In coordinates `x' = x + s` the operation keeps its rotation part `R`, and its
translation part becomes `t + (1 - R) s`. -/
theorem origin_shift (k : Fin 3) (s x : Fin 3 → ℝ) :
    op k (x - s) + s = rot k *ᵥ x + (transl k + (1 - rot k) *ᵥ s) := by
  rw [Matrix.sub_mulVec, Matrix.one_mulVec, op, Matrix.mulVec_sub]
  abel

/-- A vector of the body-centred lattice with one vanishing component has only
integer components. -/
theorem integer_of_zero {v : Fin 3 → ℝ} (hv : v ∈ lattice) {i : Fin 3} (hi : v i = 0)
    (j : Fin 3) : ∃ n : ℤ, v j = n := by
  obtain ⟨n, m, h⟩ := hv
  refine ⟨n j - n i, ?_⟩
  have h1 := h i
  have h2 := h j
  push_cast
  linarith

/-- If a shift `s` brings the translation part of operation `k` into the lattice, then
`2 s` is an integer along the next axis and an integer minus 1/2 along the one after it,
the axes being counted cyclically. -/
theorem shift_conditions (k : Fin 3) (s : Fin 3 → ℝ)
    (h : transl k + (1 - rot k) *ᵥ s ∈ lattice) :
    (∃ n : ℤ, 2 * s (k + 1) = n) ∧ (∃ n : ℤ, 2 * s (k + 2) + 1 / 2 = n) := by
  -- the shifted translation parts, written out
  have e0 : transl 0 + (1 - rot 0) *ᵥ s = ![0, 2 * s 1, 2 * s 2 + 1 / 2] := by
    ext i
    fin_cases i <;>
      simp [rot, transl, Matrix.sub_mulVec, Matrix.mulVec_diagonal] <;> ring
  have e1 : transl 1 + (1 - rot 1) *ᵥ s = ![2 * s 0 + 1 / 2, 0, 2 * s 2] := by
    ext i
    fin_cases i <;>
      simp [rot, transl, Matrix.sub_mulVec, Matrix.mulVec_diagonal] <;> ring
  have e2 : transl 2 + (1 - rot 2) *ᵥ s = ![2 * s 0, 2 * s 1 + 1 / 2, 0] := by
    ext i
    fin_cases i <;>
      simp [rot, transl, Matrix.sub_mulVec, Matrix.mulVec_diagonal] <;> ring
  -- the component along the rotation axis vanishes, so the others are integers
  fin_cases k
  · have h' : ![0, 2 * s 1, 2 * s 2 + 1 / 2] ∈ lattice := by
      rw [← e0]
      exact h
    exact ⟨integer_of_zero h' (i := 0) rfl 1, integer_of_zero h' (i := 0) rfl 2⟩
  · have h' : ![2 * s 0 + 1 / 2, 0, 2 * s 2] ∈ lattice := by
      rw [← e1]
      exact h
    exact ⟨integer_of_zero h' (i := 1) rfl 2, integer_of_zero h' (i := 1) rfl 0⟩
  · have h' : ![2 * s 0, 2 * s 1 + 1 / 2, 0] ∈ lattice := by
      rw [← e2]
      exact h
    exact ⟨integer_of_zero h' (i := 2) rfl 0, integer_of_zero h' (i := 2) rfl 1⟩

/-- No origin shift brings the translation parts of two different rotations into the
body-centred lattice at once. -/
theorem no_shift_for_two {j k : Fin 3} (hjk : j ≠ k) (s : Fin 3 → ℝ) :
    ¬ (transl j + (1 - rot j) *ᵥ s ∈ lattice ∧
       transl k + (1 - rot k) *ᵥ s ∈ lattice) := by
  -- neighbouring axes make contradictory demands on one coordinate of the shift
  have clash : ∀ a : Fin 3, transl a + (1 - rot a) *ᵥ s ∈ lattice →
      transl (a + 1) + (1 - rot (a + 1)) *ᵥ s ∈ lattice → False := by
    intro a ha hb
    obtain ⟨m, hm⟩ := (shift_conditions a s ha).2
    obtain ⟨n, hn⟩ := (shift_conditions (a + 1) s hb).1
    have e : ∀ b : Fin 3, b + 1 + 1 = b + 2 := by decide
    rw [e a] at hn
    have h : (2 : ℝ) * (m - n) = 1 := by linarith
    have h' : (2 : ℤ) * (m - n) = 1 := by exact_mod_cast h
    omega
  have cyc : ∀ a b : Fin 3, a ≠ b → b = a + 1 ∨ a = b + 1 := by decide
  rintro ⟨hj, hk⟩
  rcases cyc j k hjk with h | h
  · subst h
    exact clash j hj hk
  · subst h
    exact clash k hk hj

/-- Each of the three operations has a fixed point, yet no single origin shift brings all
three translation parts into the body-centred lattice. -/
theorem fixed_points_but_no_common_shift :
    (∀ k, ∃ p, op k p = p) ∧
    ¬ ∃ s : Fin 3 → ℝ, ∀ k, transl k + (1 - rot k) *ᵥ s ∈ lattice := by
  constructor
  · intro k
    fin_cases k
    · exact ⟨![0, 0, 1 / 4], (fixed_axes _).1.mpr ⟨rfl, rfl⟩⟩
    · exact ⟨![1 / 4, 0, 0], (fixed_axes _).2.1.mpr ⟨rfl, rfl⟩⟩
    · exact ⟨![0, 1 / 4, 0], (fixed_axes _).2.2.mpr ⟨rfl, rfl⟩⟩
  · rintro ⟨s, hs⟩
    exact no_shift_for_two (j := 0) (k := 1) (by decide) s ⟨hs 0, hs 1⟩

/-- No point of the crystal is carried to lattice translates of itself by two different
operations among the three. -/
theorem no_site_with_two_axes {j k : Fin 3} (hjk : j ≠ k) (p : Fin 3 → ℝ) :
    ¬ (op j p - p ∈ lattice ∧ op k p - p ∈ lattice) := by
  -- moving the origin to `p` is the shift `s = -p`
  have e : ∀ a, transl a + (1 - rot a) *ᵥ (-p) = op a p - p := by
    intro a
    rw [Matrix.sub_mulVec, Matrix.one_mulVec, Matrix.mulVec_neg, op]
    abel
  have h := no_shift_for_two hjk (-p)
  rw [e j, e k] at h
  exact h

end

end BodyCentredNonsymmorphic
```

```lean
#print axioms BodyCentredNonsymmorphic.op_products
-- 'BodyCentredNonsymmorphic.op_products' depends on axioms: [propext, Classical.choice, Quot.sound]
#print axioms BodyCentredNonsymmorphic.origin_shift
-- 'BodyCentredNonsymmorphic.origin_shift' depends on axioms: [propext, Classical.choice, Quot.sound]
#print axioms BodyCentredNonsymmorphic.fixed_points_but_no_common_shift
-- 'BodyCentredNonsymmorphic.fixed_points_but_no_common_shift' depends on axioms: [propext, Classical.choice, Quot.sound]
#print axioms BodyCentredNonsymmorphic.no_site_with_two_axes
-- 'BodyCentredNonsymmorphic.no_site_with_two_axes' depends on axioms: [propext, Classical.choice, Quot.sound]
```

## What the Lean statements say about the crystal

Positions are real triples, `Fin 3 → ℝ`, and cell lengths play no role. `lattice` is the body-centred lattice, `rot k` and `transl k` are \(R_k\) and \(t_k\), and `op k` is the full operation. The main theorem, `fixed_points_but_no_common_shift`, says that every `op k` has a fixed point and that no real vector `s` puts all three shifted translations in `lattice`.

`no_shift_for_two` is the stronger statement for any two different rotations. `no_site_with_two_axes` restates it as site symmetry: no point is carried to lattice translates of itself by two of these operations.

The file treats three explicit operations and defines neither the full space group nor symmorphism. The link to non-symmorphism is a short argument: adding lattice vectors to the \(t_k\) does not affect the condition, and the point group 222 has no other non-trivial rotations.

## From the coordinate triplets to the clash

- `op_apply` recovers the coordinate triplets. `op_products` checks that each operation is its own inverse and that operation 0 followed by operation 2 is operation 1 plus a centring vector.
- `fixed_axes` solves the fixed-point equations component by component, and `origin_shift` is the change of origin above.
- `integer_of_zero` is the lattice condition. `shift_conditions` writes out the three shifted vectors and applies it, giving integers \(2s_{k+1}\) and \(2s_{k+2}+\tfrac12\), with indices modulo 3.
- In `no_shift_for_two`, `clash` compares axes \(a\) and \(a+1\). Both constrain \(s_{a+2}\), which leads to \(2(m-n)=1\) for integers \(m,n\), and `omega` refutes this. `cyc` confirms that two different axes are always cyclic neighbours.
- The main theorem supplies one point on each axis and applies the two-rotation result to operations 0 and 1. The site-symmetry statement uses \(s=-p\), which moves the origin to \(p\).
